# Linear-solver errors accumulate at most additively in Crank–Nicolson propagation with a fixed overlap matrix and prescribed Hamiltonians

## Small errors over many steps

A Crank–Nicolson propagation solves a linear system at every time step, and an iterative solver stops while a small residual is left. Each later step carries the resulting error forward. If a step could also amplify it by a fixed factor above one, the error could grow geometrically, and a tolerance that looks safe for one step would say little about a long run.

In the projector augmented-wave (PAW) formalism the pseudo-orbitals obey, with ħ = 1 and fixed ions,

i S du/dt = H u,

where u is a vector of basis coefficients, H the Hamiltonian matrix and S the overlap matrix. The physical norm is measured with S, so the error should be too. Write ⟨x, y⟩ for the inner product, conjugate-linear in x, and set

‖x‖ = √⟨x, Sx⟩ for states,

‖r‖′ = √⟨r, S⁻¹r⟩ for residuals,

|x| = √⟨x, x⟩ for the Euclidean norm.

## The bound

Let S be positive definite, let the Hₖ be Hermitian and the time steps hₖ real. The computed states uₖ and the exactly solved states vₖ satisfy

(S + i hₖ Hₖ/2) uₖ₊₁ = (S − i hₖ Hₖ/2) uₖ + rₖ,

(S + i hₖ Hₖ/2) vₖ₊₁ = (S − i hₖ Hₖ/2) vₖ,

with v₀ = u₀. Then for every N

‖u_N − v_N‖ ≤ ‖r₀‖′ + … + ‖r_(N−1)‖′,

where the sum is empty for N = 0. This is `solver_errors_accumulate_additively`.

In Lean, states are functions `n → ℂ` on a finite index type. `overlap M x y` is Re⟨x, My⟩, and `metricNorm M x` is √(Re⟨x, Mx⟩), so the three norms above are `metricNorm S`, `metricNorm S⁻¹` and `metricNorm 1`. `CrankNicolsonStep S H h u w r` is the equation of one step from `u` to `w` with residual `r`. Setting `r` to `0` gives the exact step.

Two further theorems complete the picture. `additive_bound_attained` gives a case of equality. `error_le_of_tolerance` assumes ⟨x, Sx⟩ ≥ s⟨x, x⟩ for all x with some s > 0, and |rₖ| ≤ ε for all k, and concludes

‖u_N − v_N‖ ≤ N ε/√s.

The number s is a lower bound on the eigenvalues of S, so it must be small when S is close to being singular.

For a finite basis, fixed S and Hamiltonians given in advance, this turns an absolute tolerance on the Euclidean norm of the residual into a bound on the accumulated solver error of a whole real-time run. If the solver's tolerance is relative to the norm of the right-hand side, ε can be taken as that tolerance times the largest such norm in the run.

## What the model leaves out

Both propagations use the same Hₖ. In self-consistent time-dependent density-functional theory, H depends on the orbitals, so the perturbed and the exact run would generally have different Hamiltonians, and the theorem does not apply to that comparison. Moving ions, which make S time-dependent, are excluded as well. The reference vₖ solves the discretised equations, so the time-step error against the continuous evolution is a separate matter. Positive definiteness of S is a hypothesis here and is not derived from PAW projectors and partial waves.

## Derivation

**Cauchy–Schwarz and duality.** For real t,

0 ≤ ⟨x + ty, S(x + ty)⟩ = t²⟨y, Sy⟩ + 2t Re⟨x, Sy⟩ + ⟨x, Sx⟩.

A quadratic that is never negative has no positive discriminant, hence Re⟨x, Sy⟩ ≤ ‖x‖ ‖y‖. Now take y = S⁻¹r. Then Sy = r and ‖y‖² = ⟨S⁻¹r, r⟩ = ⟨r, S⁻¹r⟩, so

Re⟨x, r⟩ ≤ ‖x‖ ‖r‖′.

**Norm balance.** Consider one step from u to w, with time step h, Hamiltonian H and residual r. Solving its equation for r gives

r = S(w − u) + (ih/2) H(w + u).

Take the inner product with w + u and then the real part. The number ⟨w + u, H(w + u)⟩ is real, so its product with ih/2 is imaginary and drops out. In the S term, ⟨u, Sw⟩ and ⟨w, Su⟩ are complex conjugates, so their real parts cancel. What remains is

‖w‖² − ‖u‖² = Re⟨w + u, r⟩.

**One step.** Applying duality to w and u separately gives

(‖w‖ − ‖u‖)(‖w‖ + ‖u‖) ≤ (‖w‖ + ‖u‖) ‖r‖′.

If ‖w‖ + ‖u‖ > 0, divide by it; otherwise both norms vanish. Either way

‖w‖ ≤ ‖u‖ + ‖r‖′.

**All steps.** Put dₖ = uₖ − vₖ. Subtracting the two recursions yields

(S + i hₖ Hₖ/2) dₖ₊₁ = (S − i hₖ Hₖ/2) dₖ + rₖ.

Thus ‖dₖ₊₁‖ ≤ ‖dₖ‖ + ‖rₖ‖′, and d₀ = 0. Induction gives the bound.

**Equality.** Suppose Hₖx = 0 for every k, and put uₖ = vₖ + kx. Both step matrices act on x as S, so each residual is (k + 1)Sx − kSx = Sx. Since ‖Sx‖′ = ‖x‖, the error N‖x‖ equals the sum of the residual norms.

**Euclidean tolerance.** With y = S⁻¹r, the Euclidean Cauchy–Schwarz inequality and √s |y| ≤ ‖y‖ give

‖y‖² = Re⟨y, r⟩ ≤ |y| |r| ≤ ‖y‖ |r|/√s.

If ‖y‖ > 0, cancel it; if ‖y‖ = 0, the result is immediate. Hence ‖r‖′ = ‖y‖ ≤ |r|/√s ≤ ε/√s, and summing N such terms gives Nε/√s.

## The Lean file

```lean
import Mathlib

open Matrix
open scoped ComplexOrder

namespace PAWResidualAccumulation

noncomputable section

variable {n : Type*} [Fintype n] [DecidableEq n]

/-- The real part of the matrix element `⟨x, M y⟩`. -/
def overlap (M : Matrix n n ℂ) (x y : n → ℂ) : ℝ := (star x ⬝ᵥ M *ᵥ y).re

/-- The length `sqrt ⟨x, M x⟩` of a vector in a positive semidefinite metric `M`;
for `M = 1` it is the Euclidean norm. -/
def metricNorm (M : Matrix n n ℂ) (x : n → ℂ) : ℝ := √(overlap M x x)

/-- One Crank-Nicolson step from `u` to `w` with overlap matrix `S`, Hamiltonian `H` and
time step `h`, solved up to the residual `r`: `(S + ihH/2) w = (S - ihH/2) u + r`. -/
def CrankNicolsonStep (S H : Matrix n n ℂ) (h : ℝ) (u w r : n → ℂ) : Prop :=
  (S + (Complex.I * (h / 2)) • H) *ᵥ w = (S - (Complex.I * (h / 2)) • H) *ᵥ u + r

omit [DecidableEq n] in
/-- Matrix elements of a Hermitian matrix satisfy `⟨x, M y⟩ = conj ⟨y, M x⟩`. -/
theorem matrixElement_conj {M : Matrix n n ℂ} (hM : M.IsHermitian) (x y : n → ℂ) :
    star x ⬝ᵥ M *ᵥ y = star (star y ⬝ᵥ M *ᵥ x) := by
  rw [← Matrix.star_dotProduct, Matrix.star_mulVec, hM.eq, Matrix.dotProduct_mulVec]

omit [DecidableEq n] in
/-- In a positive semidefinite metric the squared length is `⟨x, M x⟩`. -/
theorem metricNorm_sq {M : Matrix n n ℂ} (hM : M.PosSemidef) (x : n → ℂ) :
    metricNorm M x ^ 2 = overlap M x x :=
  Real.sq_sqrt (Complex.le_def.mp (hM.dotProduct_mulVec_nonneg x)).1

omit [DecidableEq n] in
/-- Cauchy-Schwarz inequality for the real part, in a positive semidefinite metric `M`: the real
part of `⟨x, M y⟩` is at most the product of the lengths of `x` and `y`. -/
theorem overlap_le {M : Matrix n n ℂ} (hM : M.PosSemidef) (x y : n → ℂ) :
    overlap M x y ≤ metricNorm M x * metricNorm M y := by
  have hc : overlap M x y = overlap M y x :=
    (congrArg Complex.re (matrixElement_conj hM.isHermitian x y)).trans (Complex.conj_re _)
  have hpos : ∀ z, 0 ≤ overlap M z z := fun z => by
    rw [← metricNorm_sq hM]; positivity
  -- the squared length of `x + t y` is a nonnegative quadratic polynomial in `t`
  have key : ∀ t : ℝ, overlap M (x + (t : ℂ) • y) (x + (t : ℂ) • y)
      = overlap M y y * (t * t) + (2 * overlap M x y) * t + overlap M x x := by
    intro t
    simp only [overlap] at hc ⊢
    simp only [star_add, star_smul, Matrix.mulVec_add, Matrix.mulVec_smul, dotProduct_add,
      add_dotProduct, smul_dotProduct, dotProduct_smul, smul_eq_mul, Complex.star_def,
      Complex.conj_ofReal, Complex.add_re, Complex.re_ofReal_mul]
    linear_combination (-t) * hc
  have hd := discrim_le_zero (fun t => by rw [← key t]; exact hpos _)
  unfold discrim at hd
  rw [metricNorm, metricNorm, ← Real.sqrt_mul (hpos x)]
  exact (le_abs_self _).trans (Real.abs_le_sqrt (by nlinarith))

/-- For positive definite `S`, the vector `S y` measured with `S⁻¹` is as long as `y`
measured with `S`. -/
theorem metricNorm_inv_mulVec {S : Matrix n n ℂ} (hS : S.PosDef) (y : n → ℂ) :
    metricNorm S⁻¹ (S *ᵥ y) = metricNorm S y := by
  have hdet : IsUnit S.det := (Matrix.isUnit_iff_isUnit_det S).mp hS.isUnit
  unfold metricNorm overlap
  rw [Matrix.mulVec_mulVec, Matrix.nonsing_inv_mul _ hdet, Matrix.one_mulVec,
    Matrix.star_mulVec, hS.isHermitian.eq, ← Matrix.dotProduct_mulVec]

/-- For positive definite `S`, the real part of `⟨x, r⟩` is at most the `S`-norm of the state
`x` times the `S⁻¹`-norm of the residual `r`. -/
theorem pairing_le {S : Matrix n n ℂ} (hS : S.PosDef) (x r : n → ℂ) :
    (star x ⬝ᵥ r).re ≤ metricNorm S x * metricNorm S⁻¹ r := by
  have hdet : IsUnit S.det := (Matrix.isUnit_iff_isUnit_det S).mp hS.isUnit
  have hy : S *ᵥ (S⁻¹ *ᵥ r) = r := by
    rw [Matrix.mulVec_mulVec, Matrix.mul_nonsing_inv _ hdet, Matrix.one_mulVec]
  have h := overlap_le hS.posSemidef x (S⁻¹ *ᵥ r)
  rw [← metricNorm_inv_mulVec hS (S⁻¹ *ᵥ r), overlap, hy] at h
  exact h

omit [DecidableEq n] in
/-- Norm balance of one step with Hermitian `S` and `H`: the change of `⟨u, S u⟩` equals the
real part of `⟨w + u, r⟩`. -/
theorem norm_balance {S H : Matrix n n ℂ} (hS : S.IsHermitian) (hH : H.IsHermitian)
    {h : ℝ} {u w r : n → ℂ} (hstep : CrankNicolsonStep S H h u w r) :
    overlap S w w - overlap S u u = (star (w + u) ⬝ᵥ r).re := by
  have hr : r = S *ᵥ w - S *ᵥ u + (Complex.I * (h / 2)) • (H *ᵥ (w + u)) := by
    unfold CrankNicolsonStep at hstep
    simp only [Matrix.add_mulVec, Matrix.sub_mulVec, Matrix.smul_mulVec] at hstep
    rw [Matrix.mulVec_add]
    linear_combination (norm := module) (-1 : ℂ) • hstep
  -- the expectation value of `H` is real, so its term has no real part
  have him : (star (w + u) ⬝ᵥ H *ᵥ (w + u)).im = 0 := by
    have h1 := (congrArg Complex.im (matrixElement_conj hH (w + u) (w + u))).trans
      (Complex.conj_im _)
    linarith
  have hz : ∀ q : ℂ, q.im = 0 → (Complex.I * (h / 2) * q).re = 0 := by
    intro q hq
    simp [Complex.mul_re, hq]
  have hc : overlap S w u = overlap S u w :=
    (congrArg Complex.re (matrixElement_conj hS w u)).trans (Complex.conj_re _)
  rw [hr, dotProduct_add, dotProduct_smul, smul_eq_mul, Complex.add_re, hz _ him]
  simp only [overlap, star_add, add_dotProduct, dotProduct_sub, Complex.add_re,
    Complex.sub_re] at hc ⊢
  linarith

/-- For positive definite `S` and Hermitian `H`, one step lengthens a vector in the `S`-norm
by at most the `S⁻¹`-norm of the residual. -/
theorem step_stability {S H : Matrix n n ℂ} (hS : S.PosDef) (hH : H.IsHermitian)
    {h : ℝ} {u w r : n → ℂ} (hstep : CrankNicolsonStep S H h u w r) :
    metricNorm S w ≤ metricNorm S u + metricNorm S⁻¹ r := by
  have hb := norm_balance hS.isHermitian hH hstep
  rw [← metricNorm_sq hS.posSemidef, ← metricNorm_sq hS.posSemidef, star_add,
    add_dotProduct, Complex.add_re] at hb
  have h1 := pairing_le hS w r
  have h2 := pairing_le hS u r
  have hu : 0 ≤ metricNorm S u := Real.sqrt_nonneg _
  have hr : 0 ≤ metricNorm S⁻¹ r := Real.sqrt_nonneg _
  -- if the bound failed, the excess times the positive sum of the norms would be positive,
  -- which contradicts `hb`, `h1` and `h2`
  by_contra hlt
  have hlt' := not_le.mp hlt
  have hp : 0 < metricNorm S w + metricNorm S u := by linarith
  have := mul_pos hp (sub_pos.mpr hlt')
  nlinarith

/-- Let `S` be positive definite and all `H k` Hermitian. If `u` is propagated with residuals
`r k` and `v` without, from the same initial state, then the `S`-norm of their difference after
`N` steps is at most the sum of the `S⁻¹`-norms of the first `N` residuals. -/
theorem solver_errors_accumulate_additively {S : Matrix n n ℂ} {H : ℕ → Matrix n n ℂ}
    (hS : S.PosDef) (hH : ∀ k, (H k).IsHermitian) {h : ℕ → ℝ} {u v r : ℕ → n → ℂ}
    (hu : ∀ k, CrankNicolsonStep S (H k) (h k) (u k) (u (k + 1)) (r k))
    (hv : ∀ k, CrankNicolsonStep S (H k) (h k) (v k) (v (k + 1)) 0)
    (h0 : v 0 = u 0) (N : ℕ) :
    metricNorm S (u N - v N) ≤ ∑ k ∈ Finset.range N, metricNorm S⁻¹ (r k) := by
  induction N with
  | zero => simp [h0, metricNorm, overlap]
  | succ N ih =>
    -- the error obeys the same recursion, driven by the residual
    have hd : CrankNicolsonStep S (H N) (h N) (u N - v N) (u (N + 1) - v (N + 1)) (r N) := by
      have h1 := hu N
      have h2 := hv N
      unfold CrankNicolsonStep at h1 h2 ⊢
      rw [Matrix.mulVec_sub, Matrix.mulVec_sub, h1, h2]
      abel
    rw [Finset.sum_range_succ]
    linarith [step_stability hS (hH N) hd]

/-- The additive bound is attained: if `S` is positive definite and every `H k` annihilates `x`,
then adding `k x` to an exact propagation `v k` gives a propagation with residuals `S x`, whose
error equals the sum of the residual norms. -/
theorem additive_bound_attained {S : Matrix n n ℂ} {H : ℕ → Matrix n n ℂ} (hS : S.PosDef)
    {h : ℕ → ℝ} {v : ℕ → n → ℂ} {x : n → ℂ} (hx : ∀ k, H k *ᵥ x = 0)
    (hv : ∀ k, CrankNicolsonStep S (H k) (h k) (v k) (v (k + 1)) 0) :
    (∀ k : ℕ, CrankNicolsonStep S (H k) (h k) (v k + (k : ℂ) • x)
      (v (k + 1) + ((k + 1 : ℕ) : ℂ) • x) (S *ᵥ x)) ∧
    ∀ N : ℕ, metricNorm S ((v N + (N : ℂ) • x) - v N)
      = ∑ _k ∈ Finset.range N, metricNorm S⁻¹ (S *ᵥ x) := by
  constructor
  · intro k
    have h1 : (S + (Complex.I * (h k / 2)) • H k) *ᵥ x = S *ᵥ x := by
      rw [Matrix.add_mulVec, Matrix.smul_mulVec, hx, smul_zero, add_zero]
    have h2 : (S - (Complex.I * (h k / 2)) • H k) *ᵥ x = S *ᵥ x := by
      rw [Matrix.sub_mulVec, Matrix.smul_mulVec, hx, smul_zero, sub_zero]
    have h3 := hv k
    unfold CrankNicolsonStep at h3 ⊢
    rw [Matrix.mulVec_add, Matrix.mulVec_add, h3, Matrix.mulVec_smul, Matrix.mulVec_smul,
      h1, h2]
    push_cast
    module
  · intro N
    have hq : overlap S ((N : ℂ) • x) ((N : ℂ) • x) = (N : ℝ) ^ 2 * overlap S x x := by
      rw [← Complex.ofReal_natCast N]
      simp only [overlap, star_smul, Matrix.mulVec_smul, smul_dotProduct, dotProduct_smul,
        smul_eq_mul, Complex.star_def, Complex.conj_ofReal, Complex.re_ofReal_mul]
      ring
    rw [add_sub_cancel_left, metricNorm_inv_mulVec hS, Finset.sum_const, Finset.card_range,
      nsmul_eq_mul, metricNorm, hq, Real.sqrt_mul (sq_nonneg _),
      Real.sqrt_sq (Nat.cast_nonneg N), metricNorm]

/-- Let `S` be positive definite with `⟨x, S x⟩ ≥ s ⟨x, x⟩`, `s > 0`, and all `H k` Hermitian. If
`u` is propagated with residuals `r k` of Euclidean norm at most `ε` and `v` without residuals, from
the same initial state, then the `S`-norm of their difference after `N` steps is at most
`N ε / sqrt s`. -/
theorem error_le_of_tolerance {S : Matrix n n ℂ} {H : ℕ → Matrix n n ℂ}
    (hS : S.PosDef) (hH : ∀ k, (H k).IsHermitian) {h : ℕ → ℝ} {u v r : ℕ → n → ℂ}
    (hu : ∀ k, CrankNicolsonStep S (H k) (h k) (u k) (u (k + 1)) (r k))
    (hv : ∀ k, CrankNicolsonStep S (H k) (h k) (v k) (v (k + 1)) 0)
    (h0 : v 0 = u 0) {s ε : ℝ} (hs : 0 < s)
    (hb : ∀ x, s * overlap 1 x x ≤ overlap S x x)
    (hε : ∀ k, metricNorm 1 (r k) ≤ ε) (N : ℕ) :
    metricNorm S (u N - v N) ≤ N * (ε / √s) := by
  have hdet : IsUnit S.det := (Matrix.isUnit_iff_isUnit_det S).mp hS.isUnit
  -- the `S⁻¹`-norm of every residual is at most `ε / sqrt s`
  have hdual : ∀ k, metricNorm S⁻¹ (r k) ≤ ε / √s := by
    intro k
    obtain ⟨y, hy⟩ : ∃ y, S *ᵥ y = r k := ⟨S⁻¹ *ᵥ r k, by
      rw [Matrix.mulVec_mulVec, Matrix.mul_nonsing_inv _ hdet, Matrix.one_mulVec]⟩
    have hR : 0 ≤ metricNorm 1 (r k) := Real.sqrt_nonneg _
    have hp : 0 ≤ metricNorm S y := Real.sqrt_nonneg _
    have h1 : metricNorm S y ^ 2 ≤ metricNorm 1 y * metricNorm 1 (r k) := by
      have h2 := overlap_le Matrix.PosSemidef.one y (r k)
      rw [metricNorm_sq hS.posSemidef, overlap, hy]
      rwa [overlap, Matrix.one_mulVec] at h2
    have h3 : √s * metricNorm 1 y ≤ metricNorm S y := by
      rw [metricNorm, metricNorm, ← Real.sqrt_mul hs.le]
      exact Real.sqrt_le_sqrt (hb y)
    rw [← hy, metricNorm_inv_mulVec hS, le_div_iff₀ (Real.sqrt_pos.mpr hs)]
    refine le_trans ?_ (hε k)
    rcases hp.eq_or_lt with hp0 | hp0
    · rw [← hp0, zero_mul]
      exact hR
    · have h4 := mul_le_mul_of_nonneg_left h1 (Real.sqrt_nonneg s)
      have h5 := mul_le_mul_of_nonneg_right h3 hR
      exact le_of_mul_le_mul_left (by linarith) hp0
  calc metricNorm S (u N - v N)
      ≤ ∑ k ∈ Finset.range N, metricNorm S⁻¹ (r k) :=
        solver_errors_accumulate_additively hS hH hu hv h0 N
    _ ≤ ∑ _k ∈ Finset.range N, ε / √s := Finset.sum_le_sum fun k _ => hdual k
    _ = N * (ε / √s) := by rw [Finset.sum_const, Finset.card_range, nsmul_eq_mul]

end

end PAWResidualAccumulation
```

```lean
#print axioms PAWResidualAccumulation.solver_errors_accumulate_additively
#print axioms PAWResidualAccumulation.additive_bound_attained
#print axioms PAWResidualAccumulation.error_le_of_tolerance
```

```
'PAWResidualAccumulation.solver_errors_accumulate_additively' depends on axioms: [propext, Classical.choice, Quot.sound]
'PAWResidualAccumulation.additive_bound_attained' depends on axioms: [propext, Classical.choice, Quot.sound]
'PAWResidualAccumulation.error_le_of_tolerance' depends on axioms: [propext, Classical.choice, Quot.sound]
```

## From the derivation to the Lean proof

`matrixElement_conj` supplies the conjugation symmetry of Hermitian matrix elements, and `metricNorm_sq` removes the square root from a squared norm. In `overlap_le`, the step `key` expands the quadratic in t and `discrim_le_zero` supplies the discriminant inequality. This lemma needs only a positive semidefinite metric, so it also serves for the Euclidean norm.

`metricNorm_inv_mulVec` is the identity ‖Sy‖′ = ‖y‖. `pairing_le` combines it with `overlap_le` at y = S⁻¹r to obtain duality.

In `norm_balance`, `hr` solves the step equation for the residual. `him` shows that the expectation value of H has no imaginary part, `hz` removes its contribution, and `hc` cancels the mixed overlap terms. The final `linarith` collects what is left.

`step_stability` replaces the division by a contradiction. If ‖w‖ exceeded ‖u‖ + ‖r‖′, then ‖w‖ + ‖u‖ would be positive, and multiplying it by the positive excess would contradict the norm balance combined with duality for w and u. The case of two vanishing norms therefore needs no separate treatment.

The main theorem is an induction on `N`. Its step `hd` subtracts the two recursions, and `step_stability` adds one residual norm to the sum.

For the equality case, `h1` and `h2` state that both step matrices act on x as S, and `hq` extracts the factor N² from the squared error. In `error_le_of_tolerance`, `hdual` converts the Euclidean tolerance into the S⁻¹-norm: `h1` and `h3` are the two inequalities used above, and `rcases` separates ‖y‖ = 0 from ‖y‖ > 0. The closing `calc` applies the main theorem and sums the constant bound.
